# Short-junction Andreev levels from the transmission eigenvalues of a symmetric scattering matrix

Take a short, non-interacting Josephson junction between s-wave superconductors, with equally many channels in both leads and a unitary, symmetric scattering matrix that depends on neither energy nor spin. To find its Andreev levels, one can diagonalise t^H t once and insert each eigenvalue τ into E² = Δ²(1 − τ sin²(φ/2)). Here t is the block of the scattering matrix that transmits from one lead to the other, Δ > 0 is the gap of both superconductors and φ is their phase difference. The theorems below show that, for |E| ≤ Δ, this gives exactly the energies at which the secular determinant vanishes.

```lean
import Mathlib

open Matrix

namespace AndreevBoundStates

noncomputable section

/-- The phase factor `exp(i φ/2)`. -/
def phase (φ : ℝ) : ℂ := Complex.exp (((φ / 2 : ℝ) : ℂ) * Complex.I)

/-- The diagonal matrix of pair phases: `exp(i φ/2)` in the first lead, `exp(-i φ/2)` in the
second, with channels labelled by `n` in each lead. -/
def pairPhase (n : Type*) [DecidableEq n] (φ : ℝ) : Matrix (n ⊕ n) (n ⊕ n) ℂ :=
  fromBlocks (phase φ • 1) 0 0 (phase (-φ) • 1)

/-- The Andreev reflection amplitude `exp(-i arccos(E/Δ))`, for `Δ > 0` and `|E| ≤ Δ`. -/
def andreevAmp (E Δ : ℝ) : ℂ :=
  Complex.exp (((-Real.arccos (E / Δ) : ℝ) : ℂ) * Complex.I)

variable {n : Type*} [Fintype n] [DecidableEq n]

/-- The round trip `R^H S* R S`: electrons scatter with `S`, holes with its complex conjugate,
and `R` holds the pair phases. -/
def roundTrip (S : Matrix (n ⊕ n) (n ⊕ n) ℂ) (φ : ℝ) : Matrix (n ⊕ n) (n ⊕ n) ℂ :=
  (pairPhase n φ)ᴴ * S.map star * pairPhase n φ * S

/-- `τ` is an eigenvalue of `t^H t`, where `t` is the block of `S` that transmits from the first
lead to the second. -/
def IsTransmissionEigenvalue (S : Matrix (n ⊕ n) (n ⊕ n) ℂ) (τ : ℝ) : Prop :=
  ∃ v : n → ℂ, v ≠ 0 ∧ (S.toBlocks₂₁ᴴ * S.toBlocks₂₁) *ᵥ v = (τ : ℂ) • v

lemma phase_mul (φ : ℝ) : phase φ * phase (-φ) = 1 := by
  unfold phase
  rw [← Complex.exp_add, ← Complex.exp_zero]
  congr 1
  push_cast
  ring

lemma phase_sq (φ : ℝ) :
    phase φ ^ 2 + phase (-φ) ^ 2 = 2 - 4 * (Real.sin (φ / 2) : ℂ) ^ 2 := by
  have h : ((-φ / 2 : ℝ) : ℂ) = -((φ / 2 : ℝ) : ℂ) := by push_cast; ring
  unfold phase
  rw [h, Complex.exp_mul_I, Complex.exp_mul_I, Complex.cos_neg, Complex.sin_neg,
    Complex.ofReal_sin]
  linear_combination 2 * Complex.sin_sq_add_cos_sq ((φ / 2 : ℝ) : ℂ) +
    2 * Complex.sin ((φ / 2 : ℝ) : ℂ) ^ 2 * Complex.I_sq

omit [Fintype n] in
lemma pairPhase_conjTranspose (φ : ℝ) : (pairPhase n φ)ᴴ = pairPhase n (-φ) := by
  have h : ∀ x : ℝ, star (phase x) = phase (-x) := by
    intro x
    unfold phase
    rw [Complex.star_def, ← Complex.exp_conj]
    congr 1
    simp only [map_mul, Complex.conj_ofReal, Complex.conj_I]
    push_cast
    ring
  simp only [pairPhase, fromBlocks_conjTranspose, conjTranspose_smul, conjTranspose_one,
    conjTranspose_zero, h]

lemma pairPhase_mul (φ : ℝ) : pairPhase n φ * pairPhase n (-φ) = 1 := by
  have h := phase_mul φ
  have h' : phase (-φ) * phase φ = 1 := by rw [mul_comm, h]
  simp [pairPhase, fromBlocks_multiply, smul_smul, h, h']

/-- For `Δ > 0` and `|E| ≤ Δ` the Andreev amplitude `a` obeys `1 + a⁴ = (4 E²/Δ² - 2) a²`. -/
theorem andreevAmp_relation {E Δ : ℝ} (hΔ : 0 < Δ) (hE : |E| ≤ Δ) :
    1 + andreevAmp E Δ ^ 4 = (4 * ((E / Δ : ℝ) : ℂ) ^ 2 - 2) * andreevAmp E Δ ^ 2 := by
  obtain ⟨h1, h2⟩ := abs_le.mp hE
  have hc : Real.cos (Real.arccos (E / Δ)) = E / Δ :=
    Real.cos_arccos (by rw [le_div_iff₀ hΔ]; linarith) (by rw [div_le_iff₀ hΔ]; linarith)
  have hs := Real.sin_sq_add_cos_sq (Real.arccos (E / Δ))
  rw [hc] at hs
  have hs' : (Real.sin (Real.arccos (E / Δ)) : ℂ) ^ 2 + ((E / Δ : ℝ) : ℂ) ^ 2 = 1 := by
    exact_mod_cast hs
  have ha : andreevAmp E Δ =
      ((E / Δ : ℝ) : ℂ) - (Real.sin (Real.arccos (E / Δ)) : ℂ) * Complex.I := by
    unfold andreevAmp
    rw [Complex.exp_mul_I, ← Complex.ofReal_cos, ← Complex.ofReal_sin, Real.cos_neg,
      Real.sin_neg, hc, Complex.ofReal_neg]
    ring
  have hq : andreevAmp E Δ ^ 2 + 1 = 2 * ((E / Δ : ℝ) : ℂ) * andreevAmp E Δ := by
    rw [ha]
    linear_combination (Real.sin (Real.arccos (E / Δ)) : ℂ) ^ 2 * Complex.I_sq - hs'
  linear_combination (andreevAmp E Δ ^ 2 + 1 + 2 * ((E / Δ : ℝ) : ℂ) * andreevAmp E Δ) * hq

/-- For unitary `S`, the sum `R^H S^H R S + S^H R^H S R` is block diagonal in the leads, with blocks
`2 - 4 sin²(φ/2) t^H t` and `2 - 4 sin²(φ/2) t'^H t'`, where `t` and `t'` are the lower left and
upper right blocks of `S`. -/
theorem roundTrip_add_inverse (S : Matrix (n ⊕ n) (n ⊕ n) ℂ) (hU : Sᴴ * S = 1) (φ : ℝ) :
    pairPhase n (-φ) * Sᴴ * pairPhase n φ * S + Sᴴ * pairPhase n (-φ) * S * pairPhase n φ =
      fromBlocks
        ((2 : ℂ) • 1 - (4 * (Real.sin (φ / 2) : ℂ) ^ 2) • (S.toBlocks₂₁ᴴ * S.toBlocks₂₁)) 0 0
        ((2 : ℂ) • 1 - (4 * (Real.sin (φ / 2) : ℂ) ^ 2) • (S.toBlocks₁₂ᴴ * S.toBlocks₁₂)) := by
  obtain ⟨A, B, C, D, rfl⟩ : ∃ A B C D, S = fromBlocks A B C D :=
    ⟨_, _, _, _, (fromBlocks_toBlocks S).symm⟩
  rw [fromBlocks_conjTranspose, fromBlocks_multiply, ← fromBlocks_one, fromBlocks_inj] at hU
  obtain ⟨h1, h2, h3, h4⟩ := hU
  have hp := phase_mul φ
  have hq := phase_sq φ
  simp only [pairPhase, neg_neg, fromBlocks_conjTranspose, fromBlocks_multiply, fromBlocks_add,
    toBlocks_fromBlocks₂₁, toBlocks_fromBlocks₁₂, Matrix.smul_mul, Matrix.mul_smul,
    Matrix.one_mul, Matrix.mul_one, Matrix.zero_mul, Matrix.mul_zero, add_zero, zero_add,
    smul_add, smul_smul]
  rw [fromBlocks_inj]
  refine ⟨?_, ?_, ?_, ?_⟩
  · linear_combination (norm := module) (2 : ℂ) • h1 + (2 * hp) • (Aᴴ * A) + hq • (Cᴴ * C)
  · linear_combination (norm := module) (phase (-φ) * phase φ + phase (-φ) ^ 2) • h2
  · linear_combination (norm := module) (phase (-φ) * phase φ + phase φ ^ 2) • h3
  · linear_combination (norm := module) (2 : ℂ) • h4 + (2 * hp) • (Dᴴ * D) + hq • (Bᴴ * B)

lemma det_sub_mul_comm {m : Type*} [Fintype m] [DecidableEq m] (x y : ℂ) (A B : Matrix m m ℂ) :
    (x • 1 - y • (A * B)).det = (x • 1 - y • (B * A)).det := by
  by_cases hx : x = 0
  · subst hx
    simp only [zero_smul, zero_sub, det_neg, det_smul, det_mul]
    ring
  · have hxy : x * -(x⁻¹ * y) = -y := by field_simp
    have h1 : x • 1 - y • (A * B) = x • (1 + (-(x⁻¹ * y) • A) * B) := by
      rw [Matrix.smul_mul, smul_add, smul_smul, hxy]
      module
    have h2 : x • 1 - y • (B * A) = x • (1 + B * (-(x⁻¹ * y) • A)) := by
      rw [Matrix.mul_smul, smul_add, smul_smul, hxy]
      module
    rw [h1, h2, det_smul, det_smul, det_one_add_mul_comm]

/-- For unitary symmetric `S`, `Δ > 0` and `|E| ≤ Δ`, the squared secular determinant is the square
of `(-4a²)^N` times the determinant of `(1 - E²/Δ²) - sin²(φ/2) t^H t`, where `a` is the Andreev
amplitude and `N` the number of channels per lead. -/
theorem secular_det_sq (S : Matrix (n ⊕ n) (n ⊕ n) ℂ) (hU : Sᴴ * S = 1) (hS : Sᵀ = S)
    {E Δ : ℝ} (hΔ : 0 < Δ) (hE : |E| ≤ Δ) (φ : ℝ) :
    (1 - andreevAmp E Δ ^ 2 • roundTrip S φ).det ^ 2 =
      ((-(4 * andreevAmp E Δ ^ 2)) ^ Fintype.card n *
        ((1 - ((E / Δ : ℝ) : ℂ) ^ 2) • (1 : Matrix n n ℂ) -
          ((Real.sin (φ / 2) : ℂ) ^ 2) • (S.toBlocks₂₁ᴴ * S.toBlocks₂₁)).det) ^ 2 := by
  have hc : S.map star = Sᴴ := by rw [conjTranspose, hS]
  have hSH : Sᴴᵀ = Sᴴ := by rw [← hc, ← transpose_map, hS]
  have hRT : ∀ x, (pairPhase n x)ᵀ = pairPhase n x := by
    intro x
    simp [pairPhase, fromBlocks_transpose]
  have hsum := roundTrip_add_inverse S hU φ
  have hamp := andreevAmp_relation hΔ hE
  rw [roundTrip, pairPhase_conjTranspose, hc]
  set a := andreevAmp E Δ
  set R := pairPhase n φ
  set R' := pairPhase n (-φ)
  have hRR : R * R' = 1 := pairPhase_mul φ
  have hinv : (R' * Sᴴ * R * S) * (Sᴴ * R' * S * R) = 1 := by
    calc _ = R' * (Sᴴ * (R * (S * Sᴴ) * R') * S) * R := by simp only [Matrix.mul_assoc]
      _ = 1 := by
        rw [mul_eq_one_comm.mp hU, Matrix.mul_one, hRR, Matrix.mul_one, hU, Matrix.mul_one,
          mul_eq_one_comm.mp hRR]
  -- transposition turns the round trip into a cyclic reordering of its inverse
  have hdet : (1 - a ^ 2 • (R' * Sᴴ * R * S)).det = (1 - a ^ 2 • (Sᴴ * R' * S * R)).det := by
    have hT : (R' * Sᴴ * R * S)ᵀ = (S * R) * (Sᴴ * R') := by
      simp only [transpose_mul, hS, hSH, R, R', hRT, Matrix.mul_assoc]
    have hcyc := det_sub_mul_comm 1 (a ^ 2) (S * R) (Sᴴ * R')
    rw [one_smul] at hcyc
    rw [← det_transpose, transpose_sub, transpose_one, transpose_smul, hT, hcyc]
    simp only [Matrix.mul_assoc]
  have hprod : (1 - a ^ 2 • (R' * Sᴴ * R * S)) * (1 - a ^ 2 • (Sᴴ * R' * S * R)) =
      (1 + a ^ 4) • 1 + (-a ^ 2) • (R' * Sᴴ * R * S + Sᴴ * R' * S * R) := by
    simp only [sub_mul, mul_sub, one_mul, mul_one, smul_mul_assoc, mul_smul_comm, hinv]
    module
  have hblock : ∀ T : Matrix n n ℂ,
      (1 + a ^ 4) • 1 + (-a ^ 2) • ((2 : ℂ) • 1 - (4 * (Real.sin (φ / 2) : ℂ) ^ 2) • T) =
      (-(4 * a ^ 2)) • ((1 - ((E / Δ : ℝ) : ℂ) ^ 2) • (1 : Matrix n n ℂ) -
        ((Real.sin (φ / 2) : ℂ) ^ 2) • T) := by
    intro T
    linear_combination (norm := module) hamp • (1 : Matrix n n ℂ)
  -- the two leads have the same transmission determinant
  have h12 : S.toBlocks₁₂ᴴ * S.toBlocks₁₂ = (S.toBlocks₂₁ * S.toBlocks₂₁ᴴ)ᵀ := by
    have h : S.toBlocks₁₂ = S.toBlocks₂₁ᵀ := by
      ext i j
      exact congrFun (congrFun hS (Sum.inr j)) (Sum.inl i)
    rw [h, transpose_mul]
    rfl
  have hlead : ∀ x y : ℂ, (x • 1 - y • (S.toBlocks₁₂ᴴ * S.toBlocks₁₂)).det =
      (x • 1 - y • (S.toBlocks₂₁ᴴ * S.toBlocks₂₁)).det := by
    intro x y
    rw [h12, ← det_sub_mul_comm x y S.toBlocks₂₁, ← det_transpose (x • 1 - y • (_ * _)),
      transpose_sub, transpose_smul, transpose_smul, transpose_one]
  rw [sq, congrArg (fun z => (1 - a ^ 2 • (R' * Sᴴ * R * S)).det * z) hdet, ← det_mul, hprod,
    hsum, ← fromBlocks_one, fromBlocks_smul, fromBlocks_smul, fromBlocks_add, hblock, hblock]
  simp only [smul_zero, add_zero]
  rw [det_fromBlocks_zero₂₁, det_smul, det_smul, hlead]
  ring

/-- With at least one channel per lead, `t^H t` has a real eigenvalue. -/
lemma exists_transmissionEigenvalue [Nonempty n] (S : Matrix (n ⊕ n) (n ⊕ n) ℂ) :
    ∃ τ, IsTransmissionEigenvalue S τ := by
  have h := isHermitian_conjTranspose_mul_self S.toBlocks₂₁
  obtain ⟨i⟩ := ‹Nonempty n›
  refine ⟨h.eigenvalues i, (h.eigenvectorBasis i).ofLp, ?_, ?_⟩
  · intro h0
    exact h.eigenvectorBasis.orthonormal.ne_zero i (by ext k; exact congrFun h0 k)
  · exact (h.mulVec_eigenvectorBasis i).trans (by ext k; simp)

/-- Andreev levels of a short junction with unitary symmetric `S`: for `|E| ≤ Δ` the secular
determinant vanishes exactly when `E² = Δ²(1 - τ sin²(φ/2))` for a transmission eigenvalue `τ`. -/
theorem andreev_level_iff (S : Matrix (n ⊕ n) (n ⊕ n) ℂ) (hU : Sᴴ * S = 1) (hS : Sᵀ = S)
    {E Δ : ℝ} (hΔ : 0 < Δ) (hE : |E| ≤ Δ) (φ : ℝ) :
    (1 - andreevAmp E Δ ^ 2 • roundTrip S φ).det = 0 ↔
      ∃ τ, IsTransmissionEigenvalue S τ ∧ E ^ 2 = Δ ^ 2 * (1 - τ * Real.sin (φ / 2) ^ 2) := by
  have ha : (-(4 * andreevAmp E Δ ^ 2)) ^ Fintype.card n ≠ 0 :=
    pow_ne_zero _ (neg_ne_zero.mpr
      (mul_ne_zero (by norm_num) (pow_ne_zero 2 (Complex.exp_ne_zero _))))
  have hED : (E / Δ) ^ 2 * Δ ^ 2 = E ^ 2 := by
    rw [← mul_pow, div_mul_cancel₀ E hΔ.ne']
  have hen : ∀ τ : ℝ, E ^ 2 = Δ ^ 2 * (1 - τ * Real.sin (φ / 2) ^ 2) ↔
      1 - (E / Δ) ^ 2 = τ * Real.sin (φ / 2) ^ 2 := by
    intro τ
    constructor
    · intro h
      apply mul_left_cancel₀ (pow_ne_zero 2 hΔ.ne')
      linear_combination -h - hED
    · intro h
      linear_combination -Δ ^ 2 * h - hED
  rw [← sq_eq_zero_iff, secular_det_sq S hU hS hΔ hE φ, sq_eq_zero_iff, mul_eq_zero,
    or_iff_right ha, ← exists_mulVec_eq_zero_iff]
  simp only [hen, sub_mulVec, smul_mulVec, one_mulVec]
  constructor
  · rintro ⟨v, hv, h⟩
    by_cases hs : Real.sin (φ / 2) = 0
    · -- without a phase difference the level sits at the gap edge
      obtain ⟨i, -⟩ := Function.ne_iff.mp hv
      have : Nonempty n := ⟨i⟩
      obtain ⟨τ, hτ⟩ := exists_transmissionEigenvalue S
      refine ⟨τ, hτ, ?_⟩
      rw [hs, Complex.ofReal_zero, zero_pow two_ne_zero, zero_smul, sub_zero] at h
      have h0 := (smul_eq_zero.mp h).resolve_right hv
      rw [hs, zero_pow two_ne_zero, mul_zero]
      exact_mod_cast h0
    · have hs' : (Real.sin (φ / 2) : ℂ) ^ 2 ≠ 0 :=
        pow_ne_zero 2 (Complex.ofReal_ne_zero.mpr hs)
      refine ⟨(1 - (E / Δ) ^ 2) / Real.sin (φ / 2) ^ 2, ⟨v, hv, ?_⟩,
        (div_mul_cancel₀ _ (pow_ne_zero 2 hs)).symm⟩
      apply smul_right_injective (n → ℂ) hs'
      change (Real.sin (φ / 2) : ℂ) ^ 2 • _ = (Real.sin (φ / 2) : ℂ) ^ 2 • _
      rw [← sub_eq_zero.mp h, smul_smul]
      congr 1
      have hτ : 1 - (E / Δ) ^ 2 =
          Real.sin (φ / 2) ^ 2 * ((1 - (E / Δ) ^ 2) / Real.sin (φ / 2) ^ 2) := by
        rw [mul_comm, div_mul_cancel₀ _ (pow_ne_zero 2 hs)]
      exact_mod_cast hτ
  · rintro ⟨τ, ⟨v, hv, h⟩, he⟩
    have he' : 1 - ((E / Δ : ℝ) : ℂ) ^ 2 = (τ : ℂ) * (Real.sin (φ / 2) : ℂ) ^ 2 := by
      exact_mod_cast he
    refine ⟨v, hv, ?_⟩
    rw [h, he']
    module

/-- The real matrix `[[r, t], [t, -r]]`, with one channel per lead. -/
def singleChannel (r t : ℝ) : Matrix (Unit ⊕ Unit) (Unit ⊕ Unit) ℂ :=
  fromBlocks ((r : ℂ) • 1) ((t : ℂ) • 1) ((t : ℂ) • 1) (((-r : ℝ) : ℂ) • 1)

/-- For `r² + t² = 1` the matrix `[[r, t], [t, -r]]` is unitary and symmetric. -/
theorem singleChannel_witness {r t : ℝ} (h : r ^ 2 + t ^ 2 = 1) :
    (singleChannel r t)ᴴ * singleChannel r t = 1 ∧ (singleChannel r t)ᵀ = singleChannel r t := by
  have hc : (r : ℂ) ^ 2 + (t : ℂ) ^ 2 = 1 := by exact_mod_cast h
  constructor
  · simp only [singleChannel, fromBlocks_conjTranspose, conjTranspose_smul, conjTranspose_one,
      fromBlocks_multiply, Matrix.smul_mul, Matrix.mul_smul, Matrix.one_mul, smul_smul,
      Complex.star_def, Complex.conj_ofReal, Complex.ofReal_neg, map_neg]
    rw [← fromBlocks_one, fromBlocks_inj]
    refine ⟨?_, by module, by module, ?_⟩
    · linear_combination (norm := module) hc • (1 : Matrix Unit Unit ℂ)
    · linear_combination (norm := module) hc • (1 : Matrix Unit Unit ℂ)
  · simp [singleChannel, fromBlocks_transpose]

/-- One channel with `r² + t² = 1`: for `|E| ≤ Δ` the secular determinant vanishes exactly when
`E² = Δ²(1 - t² sin²(φ/2))`. -/
theorem singleChannel_level_iff {r t E Δ : ℝ} (h : r ^ 2 + t ^ 2 = 1) (hΔ : 0 < Δ)
    (hE : |E| ≤ Δ) (φ : ℝ) :
    (1 - andreevAmp E Δ ^ 2 • roundTrip (singleChannel r t) φ).det = 0 ↔
      E ^ 2 = Δ ^ 2 * (1 - t ^ 2 * Real.sin (φ / 2) ^ 2) := by
  obtain ⟨hU, hS⟩ := singleChannel_witness h
  have hT : (singleChannel r t).toBlocks₂₁ᴴ * (singleChannel r t).toBlocks₂₁ =
      ((t ^ 2 : ℝ) : ℂ) • 1 := by
    simp only [singleChannel, toBlocks_fromBlocks₂₁, conjTranspose_smul, conjTranspose_one,
      Matrix.smul_mul, Matrix.mul_smul, Matrix.one_mul, smul_smul, Complex.star_def,
      Complex.conj_ofReal, Complex.ofReal_mul, sq]
  rw [andreev_level_iff _ hU hS hΔ hE]
  constructor
  · rintro ⟨τ, ⟨v, hv, hτ⟩, he⟩
    rw [hT, smul_mulVec, one_mulVec] at hτ
    have h1 : ((t ^ 2 : ℝ) : ℂ) = (τ : ℂ) := smul_left_injective ℂ hv hτ
    rw [Complex.ofReal_injective h1]
    exact he
  · intro he
    refine ⟨t ^ 2, ⟨fun _ => 1, ?_, ?_⟩, he⟩
    · intro h0
      exact one_ne_zero (congrFun h0 ())
    · rw [hT, smul_mulVec, one_mulVec]

end

end AndreevBoundStates
```

```lean
#print axioms AndreevBoundStates.andreev_level_iff
#print axioms AndreevBoundStates.singleChannel_level_iff
```

```
'AndreevBoundStates.andreev_level_iff' depends on axioms: [propext, Classical.choice, Quot.sound]
'AndreevBoundStates.singleChannel_level_iff' depends on axioms: [propext, Classical.choice, Quot.sound]
```

## The secular condition and its solutions

Two superconducting leads with gap Δ > 0 and phase difference φ are joined by a normal scatterer. Its matrix S acts on `n ⊕ n`, one copy of the finite channel set `n` per lead, so both leads have equally many channels. In blocks,

S = [[r₁, t′], [t, r₂]],

where t, `S.toBlocks₂₁` in Lean, transmits from the first lead to the second. Electrons scatter with S and holes with the entrywise conjugate S*, written `S.map star`. The diagonal matrix R, `pairPhase`, holds exp(iφ/2) in the first lead and exp(−iφ/2) in the second. Each Andreev reflection contributes the amplitude

a = exp(−i arccos(E/Δ)).

One round trip, from electron to hole and back to electron, contains two Andreev reflections, and the condition for a level is

det(1 − a²M) = 0, with M = R^H S* R S.

`andreev_level_iff` says that for |E| ≤ Δ this holds if and only if some real eigenvalue τ of t^H t satisfies E² = Δ²(1 − τ sin²(φ/2)). `singleChannel_level_iff` specialises this to S = [[r, t], [t, −r]] with real r, t and r² + t² = 1, where τ = t².

The hypothesis `hU` is unitarity, which expresses current conservation. The hypothesis `hS`, Sᵀ = S, is time-reversal symmetry for a scatterer that does not act on spin. Taking S independent of energy is the short-junction approximation, and the form of a describes ideal interfaces where every subgap electron is reflected as a hole. The secular condition itself is the starting point and is not derived from the Bogoliubov–de Gennes equations. The theorem locates zeros of the determinant without counting their multiplicity, and a zero at |E| = Δ need not belong to a localised state.

## Pairing the round trip with its inverse

Write x = E/Δ and s = sin(φ/2). Since S is symmetric, S* = S^H, so M = R^H S^H R S. Its inverse is

M⁻¹ = S^H R^H S R.

With p = exp(iφ/2), the upper left blocks of M and M⁻¹ are r₁^H r₁ + p⁻² t^H t and r₁^H r₁ + p² t^H t. Unitarity gives r₁^H r₁ + t^H t = 1, and p² + p⁻² = 2 − 4s², so these blocks add up to

2 − 4s² t^H t.

The upper right blocks add up to (1 + p⁻²)(r₁^H t′ + t^H r₂), which vanishes by unitarity. The lower blocks behave in the same way, with t′ in place of t. This is `roundTrip_add_inverse`: after block multiplication, each `linear_combination` uses a multiple of the matching block of the unitarity equation, and the two diagonal blocks also use the phase identities `phase_mul` and `phase_sq`.

For the amplitude, |x| ≤ 1 gives a = x − i√(1 − x²), hence a² + 1 = 2xa. Squaring yields `andreevAmp_relation`:

1 + a⁴ = (4x² − 2)a².

Because MM⁻¹ = 1,

(1 − a²M)(1 − a²M⁻¹) = 1 + a⁴ − a²(M + M⁻¹).

The right side is block diagonal, with blocks

−4a²[(1 − x²) − s² t^H t] and −4a²[(1 − x²) − s² t′^H t′].

## Reducing the determinant to one lead

The two factors on the left have equal determinants. Transposition turns M into S R S^H R^H, and moving S R to the end gives M⁻¹. The lemma `det_sub_mul_comm` permits this reordering, since det(c − dAB) = det(c − dBA) for any numbers c, d and square matrices A, B of the same size.

The two blocks also have equal determinants: symmetry gives t′ = tᵀ, so t′^H t′ is the transpose of t t^H, and the same lemma exchanges t t^H for t^H t. With N channels per lead, `secular_det_sq` therefore reads

det(1 − a²M)² = [(−4a²)^N det((1 − x²) − s² t^H t)]².

As a ≠ 0, the secular determinant vanishes exactly when there is a vector v ≠ 0 with

s² t^H t v = (1 − x²)v.

If s ≠ 0, v is an eigenvector of t^H t with τ = (1 − x²)/s², which is the level formula. If s = 0, the equation forces x² = 1, and any eigenvalue τ will do. `exists_transmissionEigenvalue` supplies one from the spectral theorem for the Hermitian matrix t^H t; the nonzero v guarantees that there is at least one channel. Conversely, an eigenvector whose τ satisfies the level formula solves the equation directly.

For the single-channel matrix, `singleChannel_witness` checks unitarity and symmetry. There t^H t is the number t² times the 1×1 identity, so τ = t² is its only eigenvalue.
